# For i.i.d. data in equal folds, the mean K-fold cross-validation error is the expected risk at the reduced training size

Let $Z$ be a finite set of possible data points with weights $p(z)$, $\sum_z p(z)=1$. The data fill $K=L+1$ folds of $m>0$ points, and $z_{kj}$ is point $j$ of fold $k$. The expectation $\mathbb E$ of a function of several data points is its sum over all their values, weighted by the product of the $p$'s; this encodes independent, identically distributed data.

A training rule $A$ maps an ordered sample to a hypothesis $h$, such as a set of fitted parameters, and $\ell(h,z)$ is a real loss. The risk of $h$ and the expected risk after training on $n$ points are

$$R(h)=\sum_z p(z)\,\ell(h,z),\qquad R_n=\mathbb E\,[R(A(s))],\quad s\in Z^n .$$

Write $z^{(-k)}$ for the $Lm$ points outside fold $k$, listed fold by fold. The cross-validation error is

$$\mathrm{CV}(z)=\frac1{L+1}\sum_k\frac1m\sum_j \ell\big(A(z^{(-k)}),z_{kj}\big),$$

and the identity is $\mathbb E[\mathrm{CV}]=R_{Lm}$.

## Cross-validation in a fitting code

K-fold cross-validation of an interatomic potential fitted to reference energies can be coded by shuffling the configurations, cutting the index array into folds, refitting once per fold and averaging the held-out losses. For equal folds and configurations drawn independently from one distribution on a finite set, the identity says what that average estimates without bias: the expected risk after training on $(K-1)m$ configurations, which need not equal the expected risk after training on all $Km$.

Scaling or feature selection fitted to data is part of the training rule $A$, and is then redone for each fold. If it is instead fitted once to all the data, the prediction can depend on the held-out points as well as on $z^{(-k)}$, and in that case the derivation does not apply.

## Integrating out the unused points

Fix $k$ and $j$. The loss on $z_{kj}$ involves the $Lm$ training points $s=z^{(-k)}$ and the held-out point $y=z_{kj}$, all at different positions. The other $m-1$ points of fold $k$ do not appear, and summing over them gives $\left(\sum_z p(z)\right)^{m-1}=1$. What remains is

$$\sum_s\prod_t p(s_t)\sum_y p(y)\,\ell(A(s),y)=\sum_s\prod_t p(s_t)\,R(A(s))=R_{Lm}.$$

Every pair $(k,j)$ gives this value. By linearity,

$$\mathbb E[\mathrm{CV}]=\frac{1}{L+1}\sum_k\frac1m\sum_j R_{Lm}=R_{Lm}.$$

If $R_n$ never increases with $n$, then $R_{(L+1)m}\le R_{Lm}$, so cross-validation is on average pessimistic, or exact, for the model trained on all the data.

For an example, take $L=m=1$, zero-one loss and a rule that predicts its single training point. Its training error is zero. A fixed prediction $h$ has risk $1-p(h)$, so the expected two-fold error is $\sum_h p(h)(1-p(h))=1-\sum_h p(h)^2$.

## The Lean file

```lean
import Mathlib

open Finset

namespace CrossValidation

noncomputable section

variable {Z H ι κ ρ : Type*} [Fintype Z]
  [Fintype ι] [DecidableEq ι] [Fintype κ] [DecidableEq κ] [Fintype ρ] [DecidableEq ρ]

/-- Expectation of `f` over data points drawn independently with weights `p`,
one for each index in `ι`. -/
def expect (p : Z → ℝ) (f : (ι → Z) → ℝ) : ℝ :=
  ∑ z : ι → Z, (∏ i, p (z i)) * f z

/-- Risk of a hypothesis `h`: its mean loss on a fresh data point. -/
def risk (p : Z → ℝ) (loss : H → Z → ℝ) (h : H) : ℝ := ∑ z, p z * loss h z

/-- Expected risk of the rule `A` trained on `n` independent data points. -/
def expectedRisk {n : ℕ} (p : Z → ℝ) (loss : H → Z → ℝ) (A : (Fin n → Z) → H) : ℝ :=
  expect p (fun s => risk p loss (A s))

/-- Position (fold, place in fold) of the `t`-th training point when fold `k` is held out. -/
def trainIndex {L m : ℕ} (k : Fin (L + 1)) (t : Fin (L * m)) : Fin (L + 1) × Fin m :=
  (k.succAbove (finProdFinEquiv.symm t).1, (finProdFinEquiv.symm t).2)

/-- Cross-validation error with `L + 1` folds of `m` points: each fold is predicted by the
rule trained on the other `L` folds, and the losses are averaged. -/
def cvError {L m : ℕ} (loss : H → Z → ℝ) (A : (Fin (L * m) → Z) → H)
    (z : Fin (L + 1) × Fin m → Z) : ℝ :=
  (∑ k : Fin (L + 1), (∑ j : Fin m,
    loss (A (fun t => z (trainIndex k t))) (z (k, j))) / (m : ℝ)) / ((L : ℝ) + 1)

omit [Fintype Z] in
/-- For a permutation-symmetric rule, the hypothesis trained without fold `k` is the same
for every order `e` in which the remaining points are listed. -/
theorem symmetric_rule_order_independent {L m : ℕ} (A : (Fin (L * m) → Z) → H)
    (hA : ∀ (σ : Equiv.Perm (Fin (L * m))) (s : Fin (L * m) → Z),
      A (fun t => s (σ t)) = A s)
    (k : Fin (L + 1)) (e : Fin (L * m) → Fin (L + 1) × Fin m)
    (hinj : Function.Injective e) (he : ∀ t, (e t).1 ≠ k) (z : Fin (L + 1) × Fin m → Z) :
    A (fun t => z (e t)) = A (fun t => z (trainIndex k t)) := by
  have hex : ∀ t, ∃ s, trainIndex k s = e t := by
    intro t
    obtain ⟨i, hi⟩ := Fin.exists_succAbove_eq (he t)
    exact ⟨finProdFinEquiv (i, (e t).2), by simp [trainIndex, hi]⟩
  -- the two listings differ by a permutation
  choose σ hσ using hex
  have hσi : Function.Injective σ := fun a b h => hinj (by rw [← hσ a, ← hσ b, h])
  let τ : Equiv.Perm (Fin (L * m)) :=
    Equiv.ofBijective σ (Finite.injective_iff_bijective.mp hσi)
  calc A (fun t => z (e t)) = A (fun t => z (trainIndex k (τ t))) :=
        congrArg A (funext fun t => congrArg z (hσ t).symm)
    _ = _ := hA τ (fun t => z (trainIndex k t))

/-- Two disjoint groups of data points can be averaged over one after the other. -/
theorem expect_disjoint (p : Z → ℝ) (f : (κ → Z) → (ρ → Z) → ℝ) :
    expect p (fun w : κ ⊕ ρ → Z => f (fun a => w (Sum.inl a)) (fun b => w (Sum.inr b))) =
      expect p (fun x => expect p (fun y => f x y)) := by
  unfold expect
  calc _ = ∑ q : (κ → Z) × (ρ → Z),
        (∏ i, p (q.1 i)) * ((∏ i, p (q.2 i)) * f q.1 q.2) :=
        Fintype.sum_equiv (Equiv.sumArrowEquivProdArrow κ ρ Z) _ _
          (fun w => by rw [Fintype.prod_sum_type, mul_assoc]; rfl)
    _ = _ := by rw [Fintype.sum_prod_type]; simp only [Finset.mul_sum]

/-- The data points at fixed, distinct positions of an independent sample are themselves distributed
as an independent sample. -/
theorem expect_marginal (p : Z → ℝ) (hp : ∑ z, p z = 1) {φ : κ → ι}
    (hφ : Function.Injective φ) (g : (κ → Z) → ℝ) :
    expect p (fun z : ι → Z => g (fun a => z (φ a))) = expect p g := by
  classical
  let e : κ ⊕ ↥((Set.range φ)ᶜ) ≃ ι :=
    (Equiv.sumCongr (Equiv.ofInjective φ hφ) (Equiv.refl _)).trans
      (Equiv.Set.sumCompl (Set.range φ))
  -- the points that are not selected carry total weight one
  have hone : ∑ y : ↥((Set.range φ)ᶜ) → Z, ∏ i, p (y i) = 1 := by
    have h : ∏ _i : ↥((Set.range φ)ᶜ), ∑ z, p z =
        ∑ y : ↥((Set.range φ)ᶜ) → Z, ∏ i, p (y i) := by
      rw [Finset.prod_univ_sum, Fintype.piFinset_univ]
    rw [← h, hp, Finset.prod_const_one]
  calc _ = expect p (fun w : κ ⊕ ↥((Set.range φ)ᶜ) → Z => g (fun a => w (Sum.inl a))) :=
        Fintype.sum_equiv (Equiv.arrowCongr e.symm (Equiv.refl Z)) _ _ (fun z =>
          congrArg (fun c => c * g (fun a => z (φ a)))
            (Equiv.prod_comp e (fun i => p (z i))).symm)
    _ = expect p (fun x => expect p (fun _ : ↥((Set.range φ)ᶜ) → Z => g x)) :=
        expect_disjoint p (fun x _ => g x)
    _ = _ := by
        congr 1
        funext x
        unfold expect
        rw [← Finset.sum_mul, hone, one_mul]

/-- The expectation over a single data point is the weighted sum over the data space. -/
theorem expect_single [Unique ι] (p : Z → ℝ) (g : Z → ℝ) :
    expect p (fun y : ι → Z => g (y default)) = ∑ z, p z * g z := by
  unfold expect
  refine Fintype.sum_equiv (Equiv.funUnique ι Z) _ _ (fun y => ?_)
  simp

/-- The loss on any one held-out point has the expected risk of the rule trained on
`L * m` points as its mean. -/
theorem expect_heldOut_loss {L m : ℕ} (p : Z → ℝ) (hp : ∑ z, p z = 1)
    (loss : H → Z → ℝ) (A : (Fin (L * m) → Z) → H) (k : Fin (L + 1)) (j : Fin m) :
    expect p (fun z : Fin (L + 1) × Fin m → Z =>
      loss (A (fun t => z (trainIndex k t))) (z (k, j))) = expectedRisk p loss A := by
  have hne : ∀ t : Fin (L * m), (trainIndex k t).1 ≠ k := fun t => Fin.succAbove_ne k _
  -- the positions of the training points and of the held-out point are all distinct
  have hφ : Function.Injective
      (Sum.elim (trainIndex k) (fun _ => (k, j)) :
        Fin (L * m) ⊕ Unit → Fin (L + 1) × Fin m) := by
    rintro (s | s) (t | t) h
    · have h1 : k.succAbove (finProdFinEquiv.symm s).1 =
          k.succAbove (finProdFinEquiv.symm t).1 := congrArg Prod.fst h
      have h' : trainIndex k s = trainIndex k t := h
      have h3 := congrArg Prod.snd h'
      have h2 : (finProdFinEquiv.symm s).2 = (finProdFinEquiv.symm t).2 := h3
      exact congrArg Sum.inl (finProdFinEquiv.symm.injective
        (Prod.ext (Fin.succAbove_right_injective h1) h2))
    · exact (hne s (congrArg Prod.fst h)).elim
    · exact (hne t (congrArg Prod.fst h).symm).elim
    · rfl
  calc _ = expect p (fun w : Fin (L * m) ⊕ Unit → Z =>
        loss (A (fun t => w (Sum.inl t))) (w (Sum.inr ()))) :=
        expect_marginal p hp hφ
          (fun w => loss (A (fun t => w (Sum.inl t))) (w (Sum.inr ())))
    _ = expect p (fun s => expect p (fun y : Unit → Z => loss (A s) (y ()))) :=
        expect_disjoint p (fun s y => loss (A s) (y ()))
    _ = _ := by
        unfold expectedRisk
        congr 1
        funext s
        exact expect_single p (loss (A s))

/-- The expected cross-validation error with `L + 1` folds of `m` points equals the
expected risk of the rule trained on `L * m` points. -/
theorem expect_cvError {L m : ℕ} (p : Z → ℝ) (hp : ∑ z, p z = 1) (hm : 0 < m)
    (loss : H → Z → ℝ) (A : (Fin (L * m) → Z) → H) :
    expect p (cvError loss A) = expectedRisk p loss A := by
  -- expectation commutes with finite averages
  have havg : ∀ (n : ℕ) (c : ℝ) (f : Fin n → (Fin (L + 1) × Fin m → Z) → ℝ),
      expect p (fun z => (∑ i, f i z) / c) = (∑ i, expect p (f i)) / c := by
    intro n c f
    unfold expect
    rw [Finset.sum_comm, Finset.sum_div]
    refine Finset.sum_congr rfl (fun z _ => ?_)
    rw [← Finset.mul_sum, mul_div_assoc]
  have hm' : (m : ℝ) ≠ 0 := by exact_mod_cast hm.ne'
  have hL : (L : ℝ) + 1 ≠ 0 := by positivity
  unfold cvError
  simp only [havg, expect_heldOut_loss p hp loss A, Finset.sum_const, Finset.card_univ,
    Fintype.card_fin, nsmul_eq_mul]
  push_cast
  rw [mul_div_cancel_left₀ _ hm', mul_div_cancel_left₀ _ hL]

/-- If the expected risk never increases with the number of training points, the expected
cross-validation error is at least the expected risk after training on all the data. -/
theorem cvError_pessimistic {L m : ℕ} (p : Z → ℝ) (hp : ∑ z, p z = 1) (hm : 0 < m)
    (loss : H → Z → ℝ) (A : ∀ n : ℕ, (Fin n → Z) → H)
    (hcurve : Antitone (fun n => expectedRisk p loss (A n))) :
    expectedRisk p loss (A ((L + 1) * m)) ≤ expect p (cvError loss (A (L * m))) := by
  rw [expect_cvError p hp hm]
  exact hcurve (Nat.mul_le_mul_right m (Nat.le_succ L))

/-- Zero-one loss: one for a wrong prediction and zero for a correct one. -/
def zeroOne [DecidableEq Z] (h z : Z) : ℝ := if h = z then 0 else 1

/-- The rule that always predicts the single data point it was trained on. -/
def copyRule (s : Fin (1 * 1) → Z) : Z := s ⟨0, by norm_num⟩

/-- The copying rule makes no error on its training point, while its expected two-fold
cross-validation error on two points is one minus the sum of the squared weights. -/
theorem copyRule_training_versus_cv [DecidableEq Z] (p : Z → ℝ) (hp : ∑ z, p z = 1) :
    (∀ (s : Fin (1 * 1) → Z) (i : Fin (1 * 1)), zeroOne (copyRule s) (s i) = 0) ∧
      expect p (cvError (L := 1) (m := 1) zeroOne (copyRule (Z := Z))) =
        1 - ∑ z, p z ^ 2 := by
  constructor
  · intro s i
    have hi : i = ⟨0, by norm_num⟩ := by
      apply Fin.ext
      show i.val = 0
      have := i.isLt
      omega
    rw [hi]
    simp [zeroOne, copyRule]
  · -- a fixed prediction h is wrong with probability 1 - p h
    have hr : ∀ h : Z, risk p zeroOne h = 1 - p h := by
      intro h
      have hz : ∀ z, p z * zeroOne h z = p z - (if h = z then p z else 0) := by
        intro z
        unfold zeroOne
        split_ifs <;> simp
      unfold risk
      simp [hz, Finset.sum_sub_distrib, hp]
    rw [expect_cvError (L := 1) (m := 1) p hp one_pos]
    refine (expect_single (ι := Fin 1) p (fun h => risk p zeroOne h)).trans ?_
    simp only [hr, mul_sub, mul_one, Finset.sum_sub_distrib, hp, sq]

end

end CrossValidation
```

```lean
#print axioms CrossValidation.symmetric_rule_order_independent
#print axioms CrossValidation.expect_cvError
#print axioms CrossValidation.cvError_pessimistic
#print axioms CrossValidation.copyRule_training_versus_cv
```

```
'CrossValidation.symmetric_rule_order_independent' depends on axioms: [propext, Classical.choice, Quot.sound]
'CrossValidation.expect_cvError' depends on axioms: [propext, Classical.choice, Quot.sound]
'CrossValidation.cvError_pessimistic' depends on axioms: [propext, Classical.choice, Quot.sound]
'CrossValidation.copyRule_training_versus_cv' depends on axioms: [propext, Classical.choice, Quot.sound]
```

## Independence, equal folds and a fixed rule

`expect_cvError` states the identity. A data set is a function on `Fin (L + 1) × Fin m`, `trainIndex k t` locates the $t$-th training point, and `H` is an arbitrary type of hypotheses. The case $K\ge2$ is $L\ge1$; at $L=0$ the rule is trained on no points. Only `hp`, total weight one, is required of $p$; the probabilistic reading also needs $p\ge0$.

The proof follows the calculation above. `expect_disjoint` factorises the sum over two groups of points. `expect_marginal` splits the indices into selected and unselected ones and sums the latter to one. `expect_heldOut_loss` checks that the training positions and the held-out position are distinct, then applies both lemmas, with `expect_single` turning the last average into the risk. In `expect_cvError`, `havg` moves the expectation through the two averages, and the factors $m$ and $L+1$ cancel.

Permutation symmetry of $A$ is not needed for the identity, because the listing order is fixed. `symmetric_rule_order_independent` shows what symmetry adds: any two listings of the training points differ by a permutation, so the fitted hypothesis does not depend on the order.

In `cvError_pessimistic` the non-increasing learning curve is the assumption `hcurve`: more data never hurts on average. It is not derived for any particular rule.

The identity concerns a mean, and gives neither the variance of $\mathrm{CV}$ nor an error bar for one data set. Successive molecular dynamics frames are generally correlated and violate the product weights. Unequal folds are not covered, nor is the lowest score after a search over hyperparameters, since the minimum of several unbiased scores is in general biased low.
